# The double commutator of J² with a vector operator

The theorem `double_commutator` says that if J is an angular momentum and V a vector operator with respect to J, then each Cartesian component satisfies [J², [J², V_a]] = 2(J² V_a + V_a J²) − 4 J_a (J·V). The operators are elements of an arbitrary associative algebra over ℂ, and only the commutation relations are assumed, in units with ħ = 1; no Hilbert space, self-adjointness or finite dimension enters. The proof takes the single commutator [J², V_a] from an earlier lemma, for all three components, and uses the fact that J² commutes with each component of J. A single `linear_combination` is meant to add these equations with suitable coefficients, and `simp only` and `module` to check that the two sides then agree.

The failing Lean file:

```lean
import Mathlib

open Matrix Complex

namespace DoubleCommutator

noncomputable section

variable {A : Type*} [Ring A] [Algebra ℂ A]

/-- `V` is a vector operator with respect to `J`: `[J_a, V_b] = i ε_abc V_c`, written with
cyclic indices. An angular momentum is a `J` that is a vector operator with respect to itself. -/
structure IsVectorOperator (J V : Fin 3 → A) : Prop where
  same : ∀ a, J a * V a - V a * J a = 0
  next : ∀ a, J a * V (a + 1) - V (a + 1) * J a = I • V (a + 2)
  prev : ∀ a, J a * V (a + 2) - V (a + 2) * J a = -(I • V (a + 1))

/-- The scalar product `J·V` of two operator triples; `J·J` is `J²`. -/
def scalarProd (J V : Fin 3 → A) : A := ∑ b, J b * V b

omit [Algebra ℂ A] in
/-- The scalar product may be summed starting from any Cartesian component. -/
theorem scalarProd_cyclic (J V : Fin 3 → A) (a : Fin 3) :
    scalarProd J V = J a * V a + J (a + 1) * V (a + 1) + J (a + 2) * V (a + 2) := by
  rw [scalarProd, Fin.sum_univ_three]
  fin_cases a
  · rfl
  · change _ = J 1 * V 1 + J 2 * V 2 + J 0 * V 0
    abel
  · change _ = J 2 * V 2 + J 0 * V 0 + J 1 * V 1
    abel

/-- For an angular momentum `J` and a vector operator `V`, each `J_a` commutes with `J·V`. -/
theorem comm_scalarProd {J V : Fin 3 → A} (hJ : IsVectorOperator J J)
    (hV : IsVectorOperator J V) (a : Fin 3) :
    J a * scalarProd J V = scalarProd J V * J a := by
  rw [scalarProd_cyclic J V a]
  linear_combination (norm := skip)
    J a * hV.same a + hJ.next a * V (a + 1) + J (a + 1) * hV.next a
      + hJ.prev a * V (a + 2) + J (a + 2) * hV.prev a
  simp only [mul_add, add_mul, mul_sub, sub_mul, mul_neg, neg_mul, mul_zero,
    smul_mul_assoc, mul_smul_comm, mul_assoc]
  module

/-- The commutator of `J²` with a component of a vector operator, with `J` ordered to the left. -/
theorem casimir_commutator {J V : Fin 3 → A} (hV : IsVectorOperator J V) (a : Fin 3) :
    scalarProd J J * V a - V a * scalarProd J J =
      (2 * I) • (J (a + 2) * V (a + 1) - J (a + 1) * V (a + 2)) - (2 : ℂ) • V a := by
  have e := (by decide : ∀ a : Fin 3, a + 1 + 1 = a + 2 ∧ a + 1 + 2 = a ∧
    a + 2 + 1 = a ∧ a + 2 + 2 = a + 1) a
  have hy := hV.prev (a + 1)
  have hz := hV.next (a + 2)
  have hyr := hV.next (a + 1)
  have hzq := hV.prev (a + 2)
  simp only [e] at hy hz hyr hzq
  rw [scalarProd_cyclic J J a]
  have hII : (I * I) • V a = -V a := by rw [Complex.I_mul_I, neg_one_smul]
  -- Leibniz rule for each square, then reordering of the products
  linear_combination (norm := skip)
    J a * hV.same a + hV.same a * J a + J (a + 1) * hy + hy * J (a + 1)
      + J (a + 2) * hz + hz * J (a + 2) - I • hzq + I • hyr + (2 : ℂ) • hII
  simp only [mul_add, add_mul, mul_sub, sub_mul, mul_neg, neg_mul, mul_zero, zero_mul,
    smul_mul_assoc, mul_smul_comm, smul_sub, smul_neg, smul_smul, mul_assoc]
  module

/-- For an angular momentum `J` and a vector operator `V`,
`[J², [J², V_a]] = 2 (J² V_a + V_a J²) - 4 J_a (J·V)`. -/
theorem double_commutator {J V : Fin 3 → A} (hJ : IsVectorOperator J J)
    (hV : IsVectorOperator J V) (a : Fin 3) :
    scalarProd J J * (scalarProd J J * V a - V a * scalarProd J J)
      - (scalarProd J J * V a - V a * scalarProd J J) * scalarProd J J =
    (2 : ℂ) • (scalarProd J J * V a + V a * scalarProd J J)
      - (4 : ℂ) • (J a * scalarProd J V) := by
  have e := (by decide : ∀ a : Fin 3, a + 1 + 1 = a + 2 ∧ a + 1 + 2 = a ∧
    a + 2 + 1 = a ∧ a + 2 + 2 = a + 1) a
  have c0 := casimir_commutator hV a
  have c1 := casimir_commutator hV (a + 1)
  have c2 := casimir_commutator hV (a + 2)
  have hzx := hJ.next (a + 2)
  simp only [e] at c1 c2 hzx
  have hC := scalarProd_cyclic J J a
  have hy := comm_scalarProd hJ hJ (a + 1)
  have hz := comm_scalarProd hJ hJ (a + 2)
  rw [scalarProd_cyclic J V a]
  generalize scalarProd J J = C at *
  have hII : ∀ X : A, (I * I) • X = -X := fun X => by rw [Complex.I_mul_I, neg_one_smul]
  -- commute `J²` through the first commutator, component by component
  linear_combination (norm := (simp only [mul_add, add_mul, mul_sub, sub_mul, mul_neg, neg_mul,
    mul_zero, zero_mul, smul_mul_assoc, mul_smul_comm, smul_add, smul_sub, smul_neg, smul_smul,
    mul_assoc]; module))
    C * c0 - c0 * C
      + (2 * I) • (J (a + 2) * c1 - hz * V (a + 1) - J (a + 1) * c2 + hy * V (a + 2))
      - (4 : ℂ) • (hC * V a) - (4 : ℂ) • (hzx * V (a + 2))
      + (4 : ℂ) • (hJ.next a * V (a + 1))
      + (4 : ℂ) • hII (J (a + 2) * (J a * V (a + 2) - J (a + 2) * V a)
        - J (a + 1) * (J (a + 1) * V a - J a * V (a + 1)))

end

end DoubleCommutator
```

Messages:

```
Main.lean:90:15: error: unexpected identifier; expected ')'
Main.lean:73:44: error: unsolved goals
case a
A : Type u_1
inst✝¹ : Ring A
inst✝ : Algebra ℂ A
J V : Fin 3 → A
hJ : IsVectorOperator J J
hV : IsVectorOperator J V
a : Fin 3
e : a + 1 + 1 = a + 2 ∧ a + 1 + 2 = a ∧ a + 2 + 1 = a ∧ a + 2 + 2 = a + 1
hzx : J (a + 2) * J a - J a * J (a + 2) = I • J (a + 1)
C : A
c0 : C * V a - V a * C = (2 * I) • (J (a + 2) * V (a + 1) - J (a + 1) * V (a + 2)) - 2 • V a
c1 : C * V (a + 1) - V (a + 1) * C = (2 * I) • (J a * V (a + 2) - J (a + 2) * V a) - 2 • V (a + 1)
c2 : C * V (a + 2) - V (a + 2) * C = (2 * I) • (J (a + 1) * V a - J a * V (a + 1)) - 2 • V (a + 2)
hC : C = J a * J a + J (a + 1) * J (a + 1) + J (a + 2) * J (a + 2)
hy : J (a + 1) * C = C * J (a + 1)
hz : J (a + 2) * C = C * J (a + 2)
hII : ∀ (X : A), (I * I) • X = -X
⊢ C * (C * V a) - C * (V a * C) - (C * (V a * C) - V a * (C * C)) + 0 -
      (2 • (C * V a) + 2 • (V a * C) -
          (4 • (J a * (J a * V a)) + 4 • (J a * (J (a + 1) * V (a + 1))) + 4 • (J a * (J (a + 2) * V (a + 2)))) +
        0) =
    0
```

Diagnosis. The first error is one of layout. In a tactic sequence, no tactic may start to the left of the column where the sequence began. Inside `(norm := (...))` the sequence begins at `simp only`, far along its line, but the list of lemmas wraps, so `module` lands further left, two lines below. Lean therefore ends the sequence after the semicolon and expects `)`.

The second error follows from the first. Lean still ran the part of `linear_combination` it had read, which had the `simp only` but neither `module` nor the equations to be combined. The goal left over is thus the original identity, expanded, with only zeros added.

The repair passes `(norm := skip)`, so that `linear_combination` reads its equations and leaves the resulting goal untouched. `simp only` and `module` then follow as separate tactics, aligned with the rest of the proof, and close it. Dropping `mul_neg`, `neg_mul`, `mul_zero` and `zero_mul` from the `simp only` list is mere tidying.

Fix (accepted with no message):

```diff
@@ -86,7 +86,5 @@
   have hII : ∀ X : A, (I * I) • X = -X := fun X => by rw [Complex.I_mul_I, neg_one_smul]
   -- commute `J²` through the first commutator, component by component
-  linear_combination (norm := (simp only [mul_add, add_mul, mul_sub, sub_mul, mul_neg, neg_mul,
-    mul_zero, zero_mul, smul_mul_assoc, mul_smul_comm, smul_add, smul_sub, smul_neg, smul_smul,
-    mul_assoc]; module))
+  linear_combination (norm := skip)
     C * c0 - c0 * C
       + (2 * I) • (J (a + 2) * c1 - hz * V (a + 1) - J (a + 1) * c2 + hy * V (a + 2))
@@ -95,4 +93,7 @@
       + (4 : ℂ) • hII (J (a + 2) * (J a * V (a + 2) - J (a + 2) * V a)
         - J (a + 1) * (J (a + 1) * V a - J a * V (a + 1)))
+  simp only [mul_add, add_mul, mul_sub, sub_mul, smul_mul_assoc, mul_smul_comm, smul_add,
+    smul_sub, smul_neg, smul_smul, mul_assoc]
+  module
 
 end
```
